# For spins 1/2 with Heisenberg couplings, a pair spin is conserved exactly when its two sites couple equally to every other site

In a small magnetic cluster, such as a triangle of three spins 1/2, one often couples two spins first and labels the energy levels by their pair spin, 0 or 1. The label is a good quantum number only if \((\mathbf S_a+\mathbf S_b)^2\) commutes with the Hamiltonian

\[
H=\sum_{i<j}J_{ij}\,\mathbf S_i\cdot\mathbf S_j .
\]

For real symmetric \(J\) and distinct sites \(a,b\), this happens if and only if \(J_{ac}=J_{bc}\) for every other site \(c\). For a finite cluster with purely Heisenberg coupling, the criterion thus tells from the couplings alone whether \(H\) can be block-diagonalised by that pair spin.

## Isotropic exchange on finitely many sites

A state assigns a complex amplitude to each configuration of \(N\) spins, and normalisation is not imposed. Sites are numbered from 0, and \(\hbar=1\).

In Lean 4 with Mathlib:

```lean
import Mathlib

open Finset
open Equiv (swap)
open Function (update)

namespace PairSpinConservation

noncomputable section

variable {N : ℕ}

/-- States of `N` spins 1/2: a complex amplitude for each configuration (0 is up, 1 is down). -/
abbrev State (N : ℕ) := (Fin N → Fin 2) → ℂ

/-- The three spin-1/2 matrices, half the Pauli matrices, in units of ħ. -/
def spinHalf : Fin 3 → Matrix (Fin 2) (Fin 2) ℂ :=
  ![!![0, 1/2; 1/2, 0], !![0, -Complex.I/2; Complex.I/2, 0], !![1/2, 0; 0, -1/2]]
```

The operator `spin i α` applies half a Pauli matrix to site \(i\) and leaves the other sites alone. The scalar product, the squared pair spin and \(H\) are built from these operators.

```lean
/-- The component `α` of the spin at site `i`, acting on the whole system. -/
def spin (i : Fin N) (α : Fin 3) : Module.End ℂ (State N) where
  toFun ψ s := ∑ t, spinHalf α (s i) t * ψ (update s i t)
  map_add' ψ φ := by
    funext s
    simp only [Pi.add_apply, Fin.sum_univ_two]
    ring
  map_smul' z ψ := by
    funext s
    simp only [Pi.smul_apply, smul_eq_mul, RingHom.id_apply, Fin.sum_univ_two]
    ring

/-- The scalar product `Si·Sj` of two spins. -/
def dot (i j : Fin N) : Module.End ℂ (State N) := ∑ α, spin i α * spin j α

/-- The squared pair spin `(Sa + Sb)²`. -/
def pairSpin (a b : Fin N) : Module.End ℂ (State N) := ∑ α, (spin a α + spin b α) ^ 2

/-- The Heisenberg Hamiltonian `H = ∑ J_ij Si·Sj`, summed over `i < j`. -/
def hamiltonian (J : Fin N → Fin N → ℝ) : Module.End ℂ (State N) :=
  ∑ i, ∑ j, if i < j then (J i j : ℂ) • dot i j else 0
```

With this sign, positive \(J_{ij}\) is antiferromagnetic. That a real cluster is described by this \(H\) alone, without anisotropic exchange for instance, is a physical assumption.

The name `exchange` below means the operator \(P_{ij}\) that swaps two spin states, not the coupling constant. The state `flipState c`, written \(|c\rangle\), has only the spin at \(c\) down.

```lean
/-- The operator that exchanges the spin states of sites `i` and `j`. -/
def exchange (i j : Fin N) : Module.End ℂ (State N) :=
  LinearMap.funLeft ℂ ℂ (fun s : Fin N → Fin 2 => s ∘ swap i j)

/-- The configuration with only the spin at `k` down. -/
def oneFlip (k : Fin N) : Fin N → Fin 2 := fun l => if l = k then 1 else 0

/-- The basis state in which only the spin at `c` is down. -/
def flipState (c : Fin N) : State N := fun s => if s = oneFlip c then 1 else 0
```

## Spin 1/2 and distinct sites make the pair spin a swap

Two parallel spins give \(\mathbf S_i\cdot\mathbf S_j=\tfrac14\). On antiparallel spins, the \(z\) part gives \(-\tfrac14\) and the transverse part swaps the spins with amplitude \(\tfrac12\). Both cases are contained in

\[
\mathbf S_i\cdot\mathbf S_j=\tfrac12P_{ij}-\tfrac14\quad(i\ne j),\qquad \mathbf S_i^2=\tfrac34 .
\]

Therefore

\[
(\mathbf S_a+\mathbf S_b)^2=\tfrac34+\tfrac34+2\left(\tfrac12P_{ab}-\tfrac14\right)=P_{ab}+1 ,
\]

which is 2 on triplets and 0 on singlets. Commuting with the squared pair spin is the same as commuting with \(P_{ab}\).

In `dot_eq_exchange` and `dot_self`, the statement `key` checks the Pauli-matrix sums for each value of the spins involved; the rest carries the result over to \(N\) sites.

```lean
/-- Dirac's exchange identity: for distinct sites, `Si·Sj` is half the exchange operator
minus 1/4. -/
theorem dot_eq_exchange {i j : Fin N} (hij : i ≠ j) :
    dot i j = (1/2 : ℂ) • exchange i j - (1/4 : ℂ) • 1 := by
  -- the identity for two spins, from the Pauli matrices
  have key : ∀ (f : Fin 2 → Fin 2 → ℂ) (x y : Fin 2),
      ∑ α, ∑ t, spinHalf α x t * ∑ u, spinHalf α y u * f t u
        = 1/2 * f y x - 1/4 * f x y := by
    intro f x y
    fin_cases x <;> fin_cases y <;> simp [spinHalf, Fin.sum_univ_three, Fin.sum_univ_two]
    · linear_combination (1/4) * f 1 1 * Complex.I_sq
    · linear_combination -(1/4) * f 1 0 * Complex.I_sq
    · linear_combination -(1/4) * f 0 1 * Complex.I_sq
    · linear_combination (1/4) * f 0 0 * Complex.I_sq
  refine LinearMap.ext fun ψ => funext fun s => ?_
  have hu : ∀ t, update s i t j = s j := fun t => Function.update_of_ne hij.symm t s
  have h1 : update (update s i (s j)) j (s i) = s ∘ swap i j := by
    funext k
    by_cases hj : k = j
    · subst hj
      simp
    · by_cases hi : k = i
      · subst hi
        simp [hj]
      · simp [hj, hi, Equiv.swap_apply_of_ne_of_ne hi hj]
  have h2 : update (update s i (s i)) j (s j) = s := by simp
  have h := key (fun t u => ψ (update (update s i t) j u)) (s i) (s j)
  simp only [h1, h2] at h
  simp only [dot, LinearMap.sum_apply, Finset.sum_apply, Module.End.mul_apply]
  change ∑ α, ∑ t, spinHalf α (s i) t * ∑ u, spinHalf α (update s i t j) u *
    ψ (update (update s i t) j u) = 1/2 * ψ (s ∘ swap i j) - 1/4 * ψ s
  simp only [hu]
  exact h

/-- The square of a single spin 1/2 is 3/4. -/
theorem dot_self (i : Fin N) : dot i i = (3/4 : ℂ) • 1 := by
  have key : ∀ (g : Fin 2 → ℂ) (x : Fin 2),
      ∑ α, ∑ t, spinHalf α x t * ∑ u, spinHalf α t u * g u = 3/4 * g x := by
    intro g x
    fin_cases x <;> simp [spinHalf, Fin.sum_univ_three, Fin.sum_univ_two]
    · linear_combination -(1/4) * g 0 * Complex.I_sq
    · linear_combination -(1/4) * g 1 * Complex.I_sq
  refine LinearMap.ext fun ψ => funext fun s => ?_
  have h := key (fun u => ψ (update s i u)) (s i)
  simp only [Function.update_eq_self] at h
  simp only [dot, LinearMap.sum_apply, Finset.sum_apply, Module.End.mul_apply]
  change ∑ α, ∑ t, spinHalf α (s i) t * ∑ u, spinHalf α (update s i t i) u *
    ψ (update (update s i t) i u) = 3/4 * ψ s
  simp only [Function.update_self, Function.update_idem]
  exact h

/-- Exchanging `i` with `j` is the same as exchanging `j` with `i`. -/
theorem exchange_comm (i j : Fin N) : exchange i j = exchange j i := by
  unfold exchange
  rw [Equiv.swap_comm i j]

/-- For distinct sites, the squared pair spin is the exchange operator plus one. -/
theorem pairSpin_eq {a b : Fin N} (hab : a ≠ b) : pairSpin a b = exchange a b + 1 := by
  have h : pairSpin a b = dot a a + dot a b + dot b a + dot b b := by
    simp only [pairSpin, dot, ← sum_add_distrib]
    refine sum_congr rfl fun α _ => ?_
    rw [sq, add_mul, mul_add, mul_add]
    abel
  rw [h, dot_self, dot_self, dot_eq_exchange hab, dot_eq_exchange hab.symm, exchange_comm b a]
  module
```

For spin 1 the swap is quadratic in \(\mathbf S_a\cdot\mathbf S_b\), so this identity fails and the argument would have to change. If \(a=b\), the identity fails too, since \((2\mathbf S_a)^2=3\) while \(P_{aa}+1=2\). The criterion itself would then be trivially true: a multiple of the identity commutes with \(H\), and \(J_{ac}=J_{ac}\).

## Real, symmetric couplings

Symmetry says that a bond has one strength, whichever end is named first. By hand it permits

\[
2H=\sum_{i\ne j}J_{ij}\,\mathbf S_i\cdot\mathbf S_j ,
\]

a sum over ordered pairs that no longer depends on the numbering of sites. The proof adds \(H\) to a copy with its indices interchanged.

```lean
/-- For symmetric couplings, twice `H` is the sum over all ordered pairs of distinct sites. -/
theorem two_smul_hamiltonian {J : Fin N → Fin N → ℝ} (hJ : ∀ i j, J i j = J j i) :
    (2 : ℂ) • hamiltonian J = ∑ i, ∑ j, if i ≠ j then (J i j : ℂ) • dot i j else 0 := by
  have hswap : hamiltonian J = ∑ i, ∑ j, if j < i then (J i j : ℂ) • dot i j else 0 := by
    rw [hamiltonian, sum_comm]
    refine sum_congr rfl fun i _ => sum_congr rfl fun j _ => ?_
    split_ifs with h
    · rw [hJ j i, dot_eq_exchange h.ne, dot_eq_exchange h.ne', exchange_comm j i]
    · rfl
  rw [two_smul]
  nth_rewrite 2 [hswap]
  rw [hamiltonian]
  simp only [← sum_add_distrib]
  refine sum_congr rfl fun i _ => sum_congr rfl fun j _ => ?_
  rcases lt_trichotomy i j with h | h | h
  · simp [h, h.ne, lt_asymm h]
  · simp [h]
  · simp [h, h.ne', lt_asymm h]
```

Without symmetry the equivalence can fail, because \(H\) reads only entries with \(i<j\). Take three sites with \(J_{01}=J_{12}=1\) and \(J_{21}=0\). The pair spin of sites 0 and 2 is conserved, yet the condition \(J_{01}=J_{21}\) is false.

Real couplings make \(H\) Hermitian. The algebra makes no use of this; the proof merely converts an equality of complex numbers back to real ones at the end.

The ordered sum also gives the amplitude for moving a flipped spin from \(c\) to \(a\ne c\). The constants \(-\tfrac14\) do not move it, and among the swaps only \(P_{ac}\) takes \(|c\rangle\) to \(|a\rangle\). Hence \(\langle a|H|c\rangle=J_{ac}/2\). In the proof, `hterm` isolates the two orders of this bond.

```lean
/-- Exchanging two sites moves a single flipped spin accordingly. -/
theorem oneFlip_comp (i j k : Fin N) : oneFlip k ∘ swap i j = oneFlip (swap i j k) := by
  funext l
  simp only [oneFlip, Function.comp_apply, Equiv.swap_apply_eq_iff]

/-- For symmetric couplings, `H` moves a single flipped spin from `c` to another site `a`
with amplitude `J_ac / 2`. -/
theorem hopping_amplitude {J : Fin N → Fin N → ℝ} (hJ : ∀ i j, J i j = J j i)
    {a c : Fin N} (hac : a ≠ c) :
    hamiltonian J (flipState c) (oneFlip a) = (J a c : ℂ) / 2 := by
  have hm : ∀ k, flipState c (oneFlip k) = if k = c then 1 else 0 := by
    intro k
    have hinj : oneFlip k = oneFlip c ↔ k = c := by
      refine ⟨fun h => ?_, fun h => by rw [h]⟩
      by_contra hk
      have := congrFun h k
      simp [oneFlip, hk] at this
    simp only [flipState, hinj]
  -- only the bond between a and c contributes, once in each order
  have hterm : ∀ i j, (if i ≠ j then
      (J i j : ℂ) * (1/2 * (if swap i j a = c then 1 else 0)) else 0)
      = (if j = c then if i = a then (J a c : ℂ) * (1/2) else 0 else 0)
        + (if j = a then if i = c then (J c a : ℂ) * (1/2) else 0 else 0) := by
    intro i j
    by_cases hi : i = a
    · subst hi
      by_cases hj : j = c
      · subst hj
        simp [hac, hac.symm]
      · simp [hj, hac]
    · by_cases hj : j = a
      · subst hj
        by_cases hc : i = c
        · subst hc
          simp [hac, hac.symm]
        · simp [hc, hac]
      · simp [hi, hj, Equiv.swap_apply_of_ne_of_ne (Ne.symm hi) (Ne.symm hj), hac]
  have h2 : ((2 : ℂ) • hamiltonian J) (flipState c) (oneFlip a) = (J a c : ℂ) := by
    rw [two_smul_hamiltonian hJ]
    simp only [LinearMap.sum_apply, Finset.sum_apply]
    trans ∑ i, ∑ j, ((if j = c then if i = a then (J a c : ℂ) * (1/2) else 0 else 0)
        + (if j = a then if i = c then (J c a : ℂ) * (1/2) else 0 else 0))
    · refine sum_congr rfl fun i _ => sum_congr rfl fun j _ => ?_
      rw [← hterm]
      rcases eq_or_ne i j with hij | hij
      · simp [hij]
      · rw [if_pos hij, if_pos hij, dot_eq_exchange hij]
        simp only [LinearMap.smul_apply, LinearMap.sub_apply, Module.End.one_apply,
          Pi.smul_apply, Pi.sub_apply, smul_eq_mul, exchange, LinearMap.funLeft_apply,
          oneFlip_comp, hm, if_neg hac, mul_zero, sub_zero]
    · simp only [sum_add_distrib, Finset.sum_ite_eq', mem_univ, ↓reduceIte, hJ c a]
      ring
  have h3 : 2 * hamiltonian J (flipState c) (oneFlip a) = (J a c : ℂ) := h2
  linear_combination h3 / 2
```

## Equal couplings to every other site

This condition says that the rest of the cluster cannot tell \(a\) from \(b\). Let \(\pi\) interchange \(a\) and \(b\). Then \(J_{\pi(i)\pi(j)}=J_{ij}\) for \(i\ne j\): symmetry handles the bond \(ab\), the condition handles bonds with one end in the pair, and other bonds are unchanged. Since \(P_{ab}\,\mathbf S_i\cdot\mathbf S_j=\mathbf S_{\pi(i)}\cdot\mathbf S_{\pi(j)}\,P_{ab}\),

\[
P_{ab}(2H)=\sum_{i\ne j}J_{\pi(i)\pi(j)}\,\mathbf S_{\pi(i)}\cdot\mathbf S_{\pi(j)}\,P_{ab}=(2H)P_{ab},
\]

where the last step renames the summation indices. In the proof these steps are `hsym`, `hcov` and `hF`.

```lean
/-- If the couplings are symmetric and `a` and `b` couple equally to every other site,
then exchanging `a` and `b` commutes with `H`. -/
theorem exchange_commute {J : Fin N → Fin N → ℝ} (hJ : ∀ i j, J i j = J j i) {a b : Fin N}
    (h : ∀ c, c ≠ a → c ≠ b → J a c = J b c) : Commute (exchange a b) (hamiltonian J) := by
  -- the couplings are invariant under the relabelling
  have hsym : ∀ i j, i ≠ j → J (swap a b i) (swap a b j) = J i j := by
    intro i j hij
    by_cases hia : i = a
    · subst hia
      by_cases hjb : j = b
      · subst hjb
        rw [Equiv.swap_apply_left, Equiv.swap_apply_right]
        exact hJ _ _
      · rw [Equiv.swap_apply_left, Equiv.swap_apply_of_ne_of_ne hij.symm hjb]
        exact (h j hij.symm hjb).symm
    · by_cases hib : i = b
      · subst hib
        by_cases hja : j = a
        · subst hja
          rw [Equiv.swap_apply_right, Equiv.swap_apply_left]
          exact hJ _ _
        · rw [Equiv.swap_apply_right, Equiv.swap_apply_of_ne_of_ne hja hij.symm]
          exact h j hja hij.symm
      · rw [Equiv.swap_apply_of_ne_of_ne hia hib, hJ i, hJ i j]
        by_cases hja : j = a
        · subst hja
          rw [Equiv.swap_apply_left]
          exact (h i hia hib).symm
        · by_cases hjb : j = b
          · subst hjb
            rw [Equiv.swap_apply_right]
            exact h i hia hib
          · rw [Equiv.swap_apply_of_ne_of_ne hja hjb]
  have hperm : ∀ (f : Equiv.Perm (Fin N)) (i j k : Fin N),
      f (swap i j k) = swap (f i) (f j) (f k) := by
    intro f i j k
    simp only [Equiv.swap_apply_def, EmbeddingLike.apply_eq_iff_eq]
    split_ifs <;> rfl
  have hex : ∀ i j, exchange a b * exchange i j
      = exchange (swap a b i) (swap a b j) * exchange a b := fun i j =>
    LinearMap.ext fun ψ => funext fun s =>
      congrArg ψ (funext fun k => congrArg s (hperm (swap a b) i j k))
  have hcov : ∀ i j, i ≠ j → exchange a b * dot i j
      = dot (swap a b i) (swap a b j) * exchange a b := by
    intro i j hij
    rw [dot_eq_exchange hij, dot_eq_exchange ((swap a b).injective.ne hij)]
    simp only [mul_sub, sub_mul, mul_smul_comm, smul_mul_assoc, mul_one, one_mul]
    rw [hex]
  have hF : ∀ F : Fin N → Fin N → Module.End ℂ (State N),
      ∑ i, ∑ j, F (swap a b i) (swap a b j) = ∑ i, ∑ j, F i j := fun F =>
    (Equiv.sum_comp (swap a b) (fun i => ∑ j, F i (swap a b j))).trans
      (sum_congr rfl fun i _ => Equiv.sum_comp (swap a b) (F i))
  have h2 : exchange a b * ((2 : ℂ) • hamiltonian J)
      = ((2 : ℂ) • hamiltonian J) * exchange a b := by
    rw [two_smul_hamiltonian hJ]
    simp only [mul_sum, sum_mul]
    refine Eq.trans ?_ (hF (fun i j =>
      (if i ≠ j then (J i j : ℂ) • dot i j else 0) * exchange a b))
    refine sum_congr rfl fun i _ => sum_congr rfl fun j _ => ?_
    rcases eq_or_ne i j with hij | hij
    · simp [hij]
    · change exchange a b * (if i ≠ j then (J i j : ℂ) • dot i j else 0)
        = (if swap a b i ≠ swap a b j then
            (J (swap a b i) (swap a b j) : ℂ) • dot (swap a b i) (swap a b j) else 0)
          * exchange a b
      rw [if_pos hij, if_pos ((swap a b).injective.ne hij), mul_smul_comm, hcov i j hij,
        hsym i j hij, smul_mul_assoc]
  rw [mul_smul_comm, smul_mul_assoc] at h2
  exact smul_right_injective _ (two_ne_zero : (2 : ℂ) ≠ 0) h2
```

Conversely, suppose \(P_{ab}\) commutes with \(H\), and let \(c\) be another site. Then \(P_{ab}|c\rangle=|c\rangle\), which is `hfix`, and

\[
\tfrac12J_{ac}=\langle a|H|c\rangle=\langle b|P_{ab}H|c\rangle=\langle b|HP_{ab}|c\rangle=\langle b|H|c\rangle=\tfrac12J_{bc}.
\]

One site \(c\) with unequal couplings therefore destroys the conservation law.

```lean
/-- For real symmetric couplings and distinct sites `a`, `b`, the squared pair spin
`(Sa + Sb)²` commutes with `H` if and only if `J_ac = J_bc` for every other site `c`. -/
theorem pairSpin_commute_iff {J : Fin N → Fin N → ℝ} (hJ : ∀ i j, J i j = J j i)
    {a b : Fin N} (hab : a ≠ b) :
    Commute (pairSpin a b) (hamiltonian J) ↔ ∀ c, c ≠ a → c ≠ b → J a c = J b c := by
  rw [pairSpin_eq hab]
  refine ⟨fun h c hca hcb => ?_, fun h => (exchange_commute hJ h).add_left (Commute.one_left _)⟩
  have hP : exchange a b * hamiltonian J = hamiltonian J * exchange a b := by
    have h' := h.eq
    rw [add_mul, mul_add, one_mul, mul_one] at h'
    exact add_right_cancel h'
  -- a flipped spin at c is untouched by the exchange of a and b
  have hfix : exchange a b (flipState c) = flipState c := by
    funext s
    have hc : oneFlip c ∘ swap a b = oneFlip c := by
      rw [oneFlip_comp, Equiv.swap_apply_of_ne_of_ne hca hcb]
    have hiff : s ∘ swap a b = oneFlip c ↔ s = oneFlip c := by
      refine ⟨fun hs => ?_, fun hs => by rw [hs, hc]⟩
      rw [← hc, ← hs]
      funext k
      simp
    change (if s ∘ swap a b = oneFlip c then (1 : ℂ) else 0) = if s = oneFlip c then 1 else 0
    simp only [hiff]
  -- compare the amplitudes for hopping from c to a and from c to b
  have e := congrFun (LinearMap.congr_fun hP (flipState c)) (oneFlip b)
  rw [Module.End.mul_apply, Module.End.mul_apply, hfix, exchange, LinearMap.funLeft_apply,
    oneFlip_comp, Equiv.swap_apply_right, hopping_amplitude hJ hca.symm,
    hopping_amplitude hJ hcb.symm] at e
  have e' : (J a c : ℂ) = (J b c : ℂ) := by linear_combination 2 * e
  exact_mod_cast e'
```

The coupling \(J_{ab}\) is unrestricted, and for \(N=2\) the condition is empty. The restriction to \(c\ne a,b\) matters: allowing \(c=a\) would demand \(J_{aa}=J_{ba}\), although \(J_{aa}\) does not enter \(H\).

## Conservation of every pair spin

If the condition is imposed on all pairs, any two bonds that share a site have equal strength. For bonds \(ij\) and \(kl\) with \(k\ne j\), the chain \(J_{ij}=J_{kj}=J_{kl}\) passes through the bond \(kj\); if \(k=j\), they already share a site. All couplings between distinct sites are then equal. The converse follows at once from the criterion.

```lean
/-- For real symmetric couplings, the squared spins of all pairs of distinct sites commute
with `H` if and only if all pairs of distinct sites have the same coupling. -/
theorem all_pairSpins_commute_iff {J : Fin N → Fin N → ℝ} (hJ : ∀ i j, J i j = J j i) :
    (∀ a b, a ≠ b → Commute (pairSpin a b) (hamiltonian J)) ↔
      ∀ i j k l, i ≠ j → k ≠ l → J i j = J k l := by
  constructor
  · intro h
    -- two bonds that share the site c have equal couplings
    have share : ∀ a b c, a ≠ c → b ≠ c → J a c = J b c := by
      intro a b c hac hbc
      rcases eq_or_ne a b with hab | hab
      · rw [hab]
      · exact (pairSpin_commute_iff hJ hab).mp (h a b hab) c hac.symm hbc.symm
    intro i j k l hij hkl
    rcases eq_or_ne k j with hkj | hkj
    · rw [← hkj, hJ k l]
      exact share i l k (by rw [hkj]; exact hij) hkl.symm
    · rw [share i k j hij hkj, hJ k j, hJ k l]
      exact share j l k hkj.symm hkl.symm
  · intro h a b hab
    exact (pairSpin_commute_iff hJ hab).mpr fun c hca hcb => h a c b c hca.symm hcb.symm

end

end PairSpinConservation
```

```lean
#print axioms PairSpinConservation.pairSpin_commute_iff
#print axioms PairSpinConservation.all_pairSpins_commute_iff
```

```
'PairSpinConservation.pairSpin_commute_iff' depends on axioms: [propext, Classical.choice, Quot.sound]
'PairSpinConservation.all_pairSpins_commute_iff' depends on axioms: [propext, Classical.choice, Quot.sound]
```
